# Image formula for the bounded Green's function of a half-infinite tight-binding chain

Let \(h\neq 0\) and \(x\) be complex numbers with \(0<|x|<1\), and set \(z=h(x+1/x)\). For a source at site \(n\), the amplitude \(G_{mn}=(x^{|m-n|}-x^{m+n})/(h(1/x-x))\) is the only bounded sequence in \(m=0,1,2,\dots\) that vanishes at \(m=0\) and satisfies \(zG_{mn}-h(G_{m+1,n}+G_{m-1,n})=\delta_{mn}\) for all \(m\ge 1\).

In Lean 4 with Mathlib:

```lean
import Mathlib

open Filter Topology

namespace HalfInfiniteChainImage

/-- The energy `z = h (x + 1/x)` belonging to the hopping `h` and the propagation factor `x`. -/
noncomputable def energy (h x : ℂ) : ℂ := h * (x + x⁻¹)

/-- The amplitude `(z - H) ψ` at site `m ≥ 1` of a chain with nearest-neighbour hopping `h`;
site `0` is the wall. -/
def chainResidual (z h : ℂ) (ψ : ℕ → ℂ) (m : ℕ) : ℂ :=
  z * ψ m - h * (ψ (m + 1) + ψ (m - 1))

/-- The image formula: the direct wave from the source at `n` minus the wave from its mirror
image at `-n`. -/
noncomputable def imageGreen (h x : ℂ) (m n : ℕ) : ℂ :=
  (x ^ ((m : ℤ) - (n : ℤ)).natAbs - x ^ (m + n)) / (h * (x⁻¹ - x))

/-- Powers of `x` solve the free recursion of the chain, where `y` is the inverse of `x`. -/
theorem free_mode {x y : ℂ} (hxy : x * y = 1) (j : ℕ) :
    (x + y) * x ^ (j + 1) = x ^ (j + 2) + x ^ j := by
  linear_combination x ^ j * hxy

/-- For `h ≠ 0` the denominator of the image formula is nonzero away from `x = 0` and `x² = 1`. -/
theorem denominator_ne_zero {h x : ℂ} (hh : h ≠ 0) (hx : x ≠ 0) (hx2 : x ^ 2 ≠ 1) :
    h * (x⁻¹ - x) ≠ 0 := by
  refine mul_ne_zero hh fun e => hx2 ?_
  have h1 : x * (x⁻¹ - x) = 0 := by rw [e, mul_zero]
  rw [mul_sub, mul_inv_cancel₀ hx] at h1
  linear_combination -h1

/-- The Green function vanishes at the wall. -/
theorem imageGreen_wall (h x : ℂ) (n : ℕ) : imageGreen h x 0 n = 0 := by
  simp [imageGreen]

/-- Reciprocity: source and observation site can be exchanged. -/
theorem imageGreen_symm (h x : ℂ) (m n : ℕ) : imageGreen h x m n = imageGreen h x n m := by
  unfold imageGreen
  rw [show ((m : ℤ) - (n : ℤ)).natAbs = ((n : ℤ) - (m : ℤ)).natAbs by omega, add_comm m n]

/-- For `h ≠ 0`, `x ≠ 0` and `x² ≠ 1` the image formula solves the Green function equation `(z - H)
G = 1` at every site `m ≥ 1`. -/
theorem imageGreen_equation {h x : ℂ} (hh : h ≠ 0) (hx : x ≠ 0) (hx2 : x ^ 2 ≠ 1)
    (n m : ℕ) (hm : 1 ≤ m) :
    chainResidual (energy h x) h (fun k => imageGreen h x k n) m = if m = n then 1 else 0 := by
  have hD := denominator_ne_zero hh hx hx2
  have mode := free_mode (mul_inv_cancel₀ hx)
  obtain ⟨k, rfl⟩ := Nat.exists_eq_add_of_le' hm
  -- the image wave is a free mode and drops out, only the direct wave remains
  have key : ∀ a b c : ℕ, (((k + 1 : ℕ) : ℤ) - (n : ℤ)).natAbs = a →
      (((k + 1 + 1 : ℕ) : ℤ) - (n : ℤ)).natAbs = b → ((k : ℤ) - (n : ℤ)).natAbs = c →
      chainResidual (energy h x) h (fun k => imageGreen h x k n) (k + 1)
        = h * ((x + x⁻¹) * x ^ a - (x ^ b + x ^ c)) / (h * (x⁻¹ - x)) := by
    intro a b c ha hb hc
    have hs := mode (k + n)
    simp only [chainResidual, imageGreen, energy, Nat.add_sub_cancel, ha, hb, hc]
    generalize h * (x⁻¹ - x) = D
    generalize x⁻¹ = y at hs ⊢
    linear_combination (-(h / D)) * hs
  rcases lt_trichotomy (k + 1) n with hlt | heq | hgt
  · obtain ⟨d, hd⟩ := Nat.exists_eq_add_of_lt hlt
    rw [key (d + 1) d (d + 2) (by omega) (by omega) (by omega), mode d, if_neg (by omega)]
    ring
  · -- at the source the direct wave has a kink, which gives the delta
    rw [key 0 1 1 (by omega) (by omega) (by omega), if_pos heq, div_eq_one_iff_eq hD]
    ring
  · obtain ⟨d, hd⟩ := Nat.exists_eq_add_of_lt hgt
    rw [key (d + 1) (d + 2) d (by omega) (by omega) (by omega), mode d, if_neg (by omega)]
    ring

/-- For `|x| ≤ 1` the image formula has modulus at most `2 / |h (1/x - x)|` at all sites. If the
denominator is zero, both sides are zero by Lean's convention for division. -/
theorem imageGreen_bounded {h x : ℂ} (hx1 : ‖x‖ ≤ 1) (m n : ℕ) :
    ‖imageGreen h x m n‖ ≤ 2 / ‖h * (x⁻¹ - x)‖ := by
  have hp : ∀ j : ℕ, ‖x ^ j‖ ≤ 1 := fun j => by
    rw [norm_pow]
    exact pow_le_one₀ (norm_nonneg x) hx1
  unfold imageGreen
  rw [norm_div]
  refine div_le_div_of_nonneg_right ?_ (norm_nonneg _)
  linarith [norm_sub_le (x ^ ((m : ℤ) - (n : ℤ)).natAbs) (x ^ (m + n)),
    hp ((m : ℤ) - (n : ℤ)).natAbs, hp (m + n)]

/-- For `h ≠ 0` and `0 < |x| < 1` a bounded amplitude that vanishes at the wall and has no source is
zero. -/
theorem no_bounded_mode {h x : ℂ} (hh : h ≠ 0) (hx : x ≠ 0) (hx1 : ‖x‖ < 1) (ψ : ℕ → ℂ)
    (h0 : ψ 0 = 0) (hb : ∃ C : ℝ, ∀ m, ‖ψ m‖ ≤ C)
    (hom : ∀ m, 1 ≤ m → chainResidual (energy h x) h ψ m = 0) (m : ℕ) : ψ m = 0 := by
  obtain ⟨C, hC⟩ := hb
  -- the growing part of the wave is multiplied by `1/x` at each step
  have step : ∀ m, x * (ψ (m + 1 + 1) - x * ψ (m + 1)) = ψ (m + 1) - x * ψ m := by
    intro m
    have e := hom (m + 1) (by omega)
    simp only [chainResidual, energy, Nat.add_sub_cancel] at e
    have e' : (x + x⁻¹) * ψ (m + 1) - (ψ (m + 1 + 1) + ψ m) = 0 :=
      mul_left_cancel₀ hh (by linear_combination e)
    linear_combination (-x) * e' + ψ (m + 1) * mul_inv_cancel₀ hx
  have geom : ∀ m, ψ 1 = x ^ m * (ψ (m + 1) - x * ψ m) := by
    intro m
    induction m with
    | zero => simp [h0]
    | succ m ih => linear_combination ih - x ^ m * step m
  -- boundedness therefore forces the first amplitude to vanish
  have bound : ∀ m : ℕ, ‖ψ 1‖ ≤ ‖x‖ ^ m * (2 * C) := by
    intro m
    have h2 : ‖ψ (m + 1) - x * ψ m‖ ≤ 2 * C := by
      have h3 := norm_sub_le (ψ (m + 1)) (x * ψ m)
      rw [norm_mul] at h3
      have h4 := mul_le_of_le_one_left (norm_nonneg (ψ m)) hx1.le
      linarith [hC m, hC (m + 1)]
    calc ‖ψ 1‖ = ‖x ^ m * (ψ (m + 1) - x * ψ m)‖ := congrArg _ (geom m)
      _ = ‖x‖ ^ m * ‖ψ (m + 1) - x * ψ m‖ := by rw [norm_mul, norm_pow]
      _ ≤ ‖x‖ ^ m * (2 * C) := mul_le_mul_of_nonneg_left h2 (pow_nonneg (norm_nonneg x) m)
  have lim := (tendsto_pow_atTop_nhds_zero_of_lt_one (norm_nonneg x) hx1).mul_const (2 * C)
  rw [zero_mul] at lim
  have h1 : ψ 1 = 0 := norm_le_zero_iff.1 (ge_of_tendsto' lim bound)
  induction m with
  | zero => exact h0
  | succ m ih =>
    have g := geom m
    rw [h1, ih, mul_zero, sub_zero] at g
    exact (mul_eq_zero.1 g.symm).resolve_left (pow_ne_zero m hx)

/-- A propagation factor inside the unit disc does not square to one. -/
theorem sq_ne_one_of_norm_lt {x : ℂ} (hx1 : ‖x‖ < 1) : x ^ 2 ≠ 1 := by
  intro e
  have e' := congrArg norm e
  rw [norm_pow, norm_one] at e'
  nlinarith [norm_nonneg x]

/-- Image formula for the half-infinite chain: for `h ≠ 0` and `0 < |x| < 1` an amplitude is given
by the image formula exactly when it vanishes at the wall, is bounded, and solves `(z - H) ψ = δ_n`.
-/
theorem eq_imageGreen_iff {h x : ℂ} (hh : h ≠ 0) (hx : x ≠ 0) (hx1 : ‖x‖ < 1)
    (n : ℕ) (ψ : ℕ → ℂ) :
    (ψ = fun m => imageGreen h x m n) ↔
      ψ 0 = 0 ∧ (∃ C : ℝ, ∀ m, ‖ψ m‖ ≤ C) ∧
        ∀ m, 1 ≤ m → chainResidual (energy h x) h ψ m = if m = n then 1 else 0 := by
  have hG := imageGreen_equation hh hx (sq_ne_one_of_norm_lt hx1) n
  constructor
  · rintro rfl
    exact ⟨imageGreen_wall h x n, ⟨_, fun m => imageGreen_bounded hx1.le m n⟩, hG⟩
  · rintro ⟨h0, ⟨C, hC⟩, hψ⟩
    funext m
    -- the difference of two solutions has no source
    refine sub_eq_zero.1 (no_bounded_mode hh hx hx1 (fun k => ψ k - imageGreen h x k n)
      (by simp [h0, imageGreen_wall]) ⟨C + 2 / ‖h * (x⁻¹ - x)‖, fun k => ?_⟩ (fun k hk => ?_) m)
    · exact (norm_sub_le _ _).trans (add_le_add (hC k) (imageGreen_bounded hx1.le k n))
    · have a := hψ k hk
      have b := hG k hk
      simp only [chainResidual] at a b ⊢
      linear_combination a - b

/-- Superposition: for `h ≠ 0`, `x ≠ 0` and `x² ≠ 1`, the image formula summed over sources `f n` on
a finite set of sites solves the equation with these sources at every site `m ≥ 1`. -/
theorem response_to_sources {h x : ℂ} (hh : h ≠ 0) (hx : x ≠ 0) (hx2 : x ^ 2 ≠ 1)
    (s : Finset ℕ) (f : ℕ → ℂ) (m : ℕ) (hm : 1 ≤ m) :
    chainResidual (energy h x) h (fun k => ∑ n ∈ s, imageGreen h x k n * f n) m
      = if m ∈ s then f m else 0 := by
  have lin : chainResidual (energy h x) h (fun k => ∑ n ∈ s, imageGreen h x k n * f n) m
      = ∑ n ∈ s, chainResidual (energy h x) h (fun k => imageGreen h x k n) m * f n := by
    simp only [chainResidual]
    rw [← Finset.sum_add_distrib, Finset.mul_sum, Finset.mul_sum, ← Finset.sum_sub_distrib]
    exact Finset.sum_congr rfl fun n _ => by ring
  rw [lin, Finset.sum_congr rfl fun n _ => by rw [imageGreen_equation hh hx hx2 n m hm]]
  simp [ite_mul, Finset.sum_ite_eq]

/-- For `h ≠ 0` and `0 < |x| < 1` the mode `x^(-m) - x^m` vanishes at the wall and has no source,
but is unbounded. -/
theorem growing_mode {h x : ℂ} (hh : h ≠ 0) (hx : x ≠ 0) (hx1 : ‖x‖ < 1) :
    (x⁻¹ ^ 0 - x ^ 0 = 0) ∧
      (∀ m, 1 ≤ m → chainResidual (energy h x) h (fun k => x⁻¹ ^ k - x ^ k) m = 0) ∧
      ¬ ∃ C : ℝ, ∀ m : ℕ, ‖x⁻¹ ^ m - x ^ m‖ ≤ C := by
  have h0 : x⁻¹ ^ 0 - x ^ 0 = 0 := by rw [pow_zero, pow_zero, sub_self]
  have hom : ∀ m, 1 ≤ m →
      chainResidual (energy h x) h (fun k => x⁻¹ ^ k - x ^ k) m = 0 := by
    intro m hm
    obtain ⟨k, rfl⟩ := Nat.exists_eq_add_of_le' hm
    have a := free_mode (mul_inv_cancel₀ hx) k
    have b := free_mode (inv_mul_cancel₀ hx) k
    simp only [chainResidual, energy, Nat.add_sub_cancel]
    generalize x⁻¹ = y at a b ⊢
    linear_combination h * b - h * a
  refine ⟨h0, hom, fun hb => ?_⟩
  have h1 := no_bounded_mode hh hx hx1 (fun k => x⁻¹ ^ k - x ^ k) h0 hb hom 1
  simp only [pow_one] at h1
  exact right_ne_zero_of_mul (denominator_ne_zero hh hx (sq_ne_one_of_norm_lt hx1)) h1

end HalfInfiniteChainImage
```

```lean
#print axioms HalfInfiniteChainImage.imageGreen_symm
#print axioms HalfInfiniteChainImage.eq_imageGreen_iff
#print axioms HalfInfiniteChainImage.response_to_sources
#print axioms HalfInfiniteChainImage.growing_mode
```

```
'HalfInfiniteChainImage.imageGreen_symm' depends on axioms: [propext, Classical.choice, Quot.sound]
'HalfInfiniteChainImage.eq_imageGreen_iff' depends on axioms: [propext, Classical.choice, Quot.sound]
'HalfInfiniteChainImage.response_to_sources' depends on axioms: [propext, Classical.choice, Quot.sound]
'HalfInfiniteChainImage.growing_mode' depends on axioms: [propext, Classical.choice, Quot.sound]
```

## The chain, its wall and its energy

The physical sites are \(m=1,2,\dots\), with one orbital each, on-site energy zero and hopping \(h\) between neighbours. Site 0 is a fictitious site where the amplitude is held at zero, which is how the chain ends. An amplitude is a function `ψ : ℕ → ℂ`, and `chainResidual z h ψ m` is \(((z-H)\psi)_m\), with the sign convention \((H\psi)_m=h(\psi_{m+1}+\psi_{m-1})\). The equation is imposed only for `1 ≤ m`, so the natural-number subtraction `m - 1` is the ordinary one.

The number \(x\) is the factor by which a wave changes from one site to the next, and `energy h x` is the corresponding \(z\). For real \(h\), where \(H\) is Hermitian, the condition \(0<|x|<1\) describes every complex energy outside the band \([-2|h|,2|h|]\), including \(E+i\eta\) with \(\eta>0\). The theorems also allow complex \(h\), with the same value for hopping in both directions.

`imageGreen h x m n` is the formula itself: a direct wave from \(n\) minus a wave from the mirror source at \(-n\). The main theorem, `eq_imageGreen_iff`, is an equivalence: `ψ` is this function of \(m\) exactly when it vanishes at the wall, is bounded, and has residual 1 at \(m=n\) and 0 at the other sites \(m\ge1\). The source index may also be 0, in which case both sides describe the zero amplitude.

At the end site the formula reduces to \(G_{11}=x/h\), the surface Green's function that enters a transport calculation when a chain of this kind is attached to a device as a non-interacting lead.

## The image drops out and the direct wave leaves a delta

Write \(D=h(1/x-x)\). It is nonzero when \(h\ne0\), \(x\neq0\) and \(x^2\neq1\) (`denominator_ne_zero`). At the wall the two waves cancel, because \(x^{|0-n|}-x^{0+n}=0\) (`imageGreen_wall`).

Multiplying out gives the free recursion, `free_mode`:
\[
(x+1/x)\,x^{j+1}=x^{j+2}+x^{j}\qquad(j\ge 0).
\]
With \(j=m+n-1\), it shows that the image term \(x^{m+n}\) contributes nothing to the equation at any \(m\ge1\). What remains is
\[
\frac{h}{D}\left[(x+1/x)\,x^{|m-n|}-x^{|m+1-n|}-x^{|m-1-n|}\right].
\]

- For \(m<n\), put \(d=n-m-1\). The exponents are \(d+1\), \(d\) and \(d+2\), and the recursion gives 0.
- For \(m>n\), put \(d=m-n-1\). The exponents are \(d+1\), \(d+2\) and \(d\), and the result is again 0.
- For \(m=n\), the bracket is \((x+1/x)-2x=1/x-x\), so the result is \(D/D=1\).

The proof of `imageGreen_equation` uses the same steps. It writes \(m=k+1\), its internal statement `key` removes the image term, and `lt_trichotomy` splits the three cases, with `omega` checking the exponents. This part needs only \(h\ne0\), \(x\ne0\) and \(x^2\neq1\), not \(|x|<1\).

Since the equation is linear, summing \(G_{mn}f_n\) over a finite set of sources gives a solution with all of them present (`response_to_sources`). The formula is also symmetric in \(m\) and \(n\) (`imageGreen_symm`).

## Why there is no second bounded solution

For \(|x|\le1\) and \(D\ne0\) both powers have modulus at most 1, so \(|G_{mn}|\le 2/|D|\) (`imageGreen_bounded`). If \(\psi\) is another bounded solution, the difference \(\varphi_m=\psi_m-G_{mn}\) is bounded, vanishes at 0 and has no source:
\[
\varphi_{m+2}=(x+1/x)\varphi_{m+1}-\varphi_m\qquad(m\ge0).
\]
Let \(u_m=\varphi_{m+1}-x\varphi_m\). Then
\[
u_{m+1}=\varphi_{m+2}-x\varphi_{m+1}=\frac{\varphi_{m+1}}{x}-\varphi_m=\frac{u_m}{x}.
\]
Since \(u_0=\varphi_1\), it follows that \(\varphi_1=x^m u_m\) for every \(m\). If \(|\varphi_m|\le C\), then \(|u_m|\le 2C\), and therefore \(|\varphi_1|\le 2C|x|^m\to0\). Hence \(\varphi_1=0\), so every \(u_m\) is zero, and \(\varphi_{m+1}=x\varphi_m\) with \(\varphi_0=0\) makes the whole sequence vanish.

In `no_bounded_mode`, `step` is the relation between \(u_{m+1}\) and \(u_m\), `geom` is \(\varphi_1=x^mu_m\), and `bound` is the estimate whose limit is taken. The main theorem applies this lemma to the difference of the two solutions, using `sq_ne_one_of_norm_lt` to obtain \(x^2\ne1\) from \(|x|<1\).

## Growing waves and standing waves

Without boundedness, uniqueness fails. Take \(h=1\) and \(x=1/2\), so that \(z=5/2\). The sequence \(2^m-2^{-m}=0,\,3/2,\,15/4,\dots\) vanishes at the wall and has no source, so any multiple of it can be added to \(G\). `growing_mode` proves this for the general mode \(x^{-m}-x^m\), and shows that it is unbounded.

Inside the band, boundedness no longer selects one solution. For \(h=1\) and \(x=i\) the energy is \(z=0\), and the standing wave \(0,1,0,-1,0,\dots\) is bounded and source-free. The image formula still solves the equation there, but it is one bounded solution among many.

## The same chain as an operator

The chain could also be modelled as a bounded operator \(H\) on square-summable sequences over \(m\ge1\), with \(G\) as the matrix of \((z-H)^{-1}\). Square summability would then take the place of boundedness, and one would also need \(z-H\) to be invertible, which can be shown for instance by checking that the matrix \(G\) defines a bounded operator. The sequence formulation used here needs no operator theory, but it makes no statement about the spectrum of \(H\).
